# Free-gas Fermi-sea matrices are positive definite at distinct positions

The Fermi sea here is a solid ball of momenta in infinite space, not the finite list of plane waves occupied in a periodic simulation cell. The difference matters: with $m$ occupied plane waves, the corresponding matrix has rank at most $m$, so it is singular for any $m+1$ positions, distinct or not. A ball of radius $k_F>0$ has no such limit.

## Strict positivity of the kernel matrix and the density

Let $x_1,\dots,x_n$ be positions in $\mathbb R^d$, and define

$$M_{ij}=\int_{|k|\le k_F}e^{i\langle k,\,x_i-x_j\rangle}\,dk .$$

If $k_F>0$ and the positions are distinct, $M$ is positive definite. The $n$-point density of the spin-polarised free gas,

$$\rho_n(x_1,\dots,x_n)=\det\big((2\pi)^{-d}M\big)=(2\pi)^{-dn}\det M,$$

is strictly positive exactly when all positions are distinct.

## Cholesky factors and conditional densities

For this non-interacting, infinite gas, the result ensures that $M$ has a Cholesky factorisation in exact arithmetic and that $\log\det M$ is finite at distinct positions. It also makes the conditional density $\rho_{n+1}/\rho_n$ of one further electron well defined, since its denominator is nonzero.

## From plane waves to a positive integral

Write $w_x(k)=e^{-i\langle k,x\rangle}$. Then $e^{i\langle k,x-y\rangle}=\overline{w_x(k)}\,w_y(k)$. Exchanging $x$ and $y$ conjugates the integrand, so $M$ is Hermitian. For coefficients $c_j$, set $A(k)=\sum_j c_j w_{x_j}(k)$. The sums are finite and the integrands are continuous on a compact ball, so

$$\sum_{i,j}\overline{c_i}M_{ij}c_j
=\int_{|k|\le k_F}\sum_{i,j}\overline{c_i w_{x_i}(k)}\,c_jw_{x_j}(k)\,dk
=\int_{|k|\le k_F}|A(k)|^2\,dk\ge 0 .$$

It remains to exclude zero when $c\ne0$. Suppose $A$ vanished throughout the open ball. It is a finite sum of exponentials, hence real analytic, so it would vanish for all $k$.

That is impossible. Among all nontrivial relations $\sum_j c_jw_{x_j}=0$, take one with the fewest nonzero coefficients. It has at least two, because a single plane wave never vanishes. Let $a\ne b$ be two of the positions involved, and choose

$$q=\frac{\pi(a-b)}{|a-b|^2}.$$

Then $\overline{w_a(q)}w_b(q)=e^{i\pi}=-1$, so $w_a(q)\ne w_b(q)$. Since $w_x(k+q)=w_x(k)w_x(q)$, evaluating the relation at $k+q$ gives $\sum_j c_jw_{x_j}(q)w_{x_j}(k)=0$. Subtracting $w_a(q)$ times the original relation removes the term at $a$ and keeps the one at $b$. The result is a shorter nontrivial relation, a contradiction.

So $A(k)\ne0$ at some point of the open ball and, by continuity, on a nonempty open set around it. That set has positive volume, and the integral is positive. A positive definite matrix has positive determinant, so $\rho_n>0$. Conversely, two coinciding positions give $M$ two equal rows, and $\rho_n=0$.

## Two electrons on a line

Take $d=1$, $k_F=1$ and separation $r>0$. The diagonal entries are $2$ and the off-diagonal entries are $2\sin r/r$. At $r=\pi/2$,

$$M=\begin{pmatrix}2&4/\pi\\4/\pi&2\end{pmatrix},\qquad
\lambda_\pm=2\pm\frac4\pi\approx3.273,\ 0.727 .$$

Hence $\det M=4-16/\pi^2\approx2.379$ and $\rho_2=\det M/(2\pi)^2\approx0.0603$. The uncorrelated value is $(1/\pi)^2\approx0.1013$.

For small $r$ the lower eigenvalue is approximately $r^2/3$. At $r=10^{-8}$ it is about $3\times10^{-17}$, too small to resolve beside entries of size $2$ in double precision, and a numerical Cholesky factorisation can fail although $M$ is positive definite.

## The Lean file

```lean
import Mathlib

open MeasureTheory ComplexConjugate Matrix
open scoped ComplexOrder ContDiff Topology

namespace FermiSeaPositivity

noncomputable section

/-- Position space, and equally momentum space, in `d` dimensions. -/
abbrev Space (d : ℕ) := EuclideanSpace ℝ (Fin d)

variable {d : ℕ} {ι : Type*} [Fintype ι]

/-- The plane-wave factor `exp(-i⟨k, x⟩)` at position `x` and momentum `k`. -/
def wave (x k : Space d) : ℂ :=
  Complex.exp (-(Complex.I * ((inner ℝ k x : ℝ) : ℂ)))

/-- The superposition `∑ j, c j exp(-i⟨k, x j⟩)` as a function of the momentum `k`. -/
def amplitude (c : ι → ℂ) (x : ι → Space d) (k : Space d) : ℂ :=
  ∑ j, c j * wave (x j) k

/-- The integral of `exp(i⟨k, x - y⟩)` over the Fermi sea `‖k‖ ≤ kF`. -/
def fermiKernel (kF : ℝ) (x y : Space d) : ℂ :=
  ∫ k in Metric.closedBall (0 : Space d) kF,
    Complex.exp (Complex.I * ((inner ℝ k (x - y) : ℝ) : ℂ))

/-- The matrix of Fermi-sea integrals between the positions `x i` and `x j`. -/
def fermiMatrix (kF : ℝ) (x : ι → Space d) : Matrix ι ι ℂ :=
  Matrix.of fun i j => fermiKernel kF (x i) (x j)

/-- The many-point density of the spin-polarised free gas: the determinant of the one-body
density matrix `(2π)⁻ᵈ ∫ exp(i⟨k, x i - x j⟩) dk`. -/
def manyPointDensity [DecidableEq ι] (kF : ℝ) (x : ι → Space d) : ℂ :=
  (((((2 * Real.pi) ^ d)⁻¹ : ℝ) : ℂ) • fermiMatrix kF x).det

/-- The relative phase factor `exp(i⟨k, x - y⟩)` is the complex conjugate of the plane-wave factor
at `x` times the plane-wave factor at `y`. -/
theorem phase_factor (x y k : Space d) :
    Complex.exp (Complex.I * ((inner ℝ k (x - y) : ℝ) : ℂ)) = conj (wave x k) * wave y k := by
  unfold wave
  rw [← Complex.exp_conj, ← Complex.exp_add]
  congr 1
  simp only [map_neg, map_mul, Complex.conj_I, Complex.conj_ofReal, inner_sub_right,
    Complex.ofReal_sub]
  ring

/-- The plane-wave factor at position `x` as a character of the additive momentum group. -/
def character (x : Space d) : Multiplicative (Space d) →* ℂ where
  toFun k := wave x k.toAdd
  map_one' := by simp [wave]
  map_mul' k q := by
    simp only [wave, toAdd_mul, inner_add_left, Complex.ofReal_add]
    rw [← Complex.exp_add]
    congr 1
    ring

/-- Different positions give different plane-wave characters. -/
theorem character_injective : Function.Injective (character (d := d)) := by
  intro x y h
  by_contra hxy
  have hv : ‖x - y‖ ^ 2 ≠ 0 := pow_ne_zero 2 (norm_ne_zero_iff.2 (sub_ne_zero.2 hxy))
  -- a momentum along `x - y` at which the relative phase is `π`
  let k : Space d := (Real.pi / ‖x - y‖ ^ 2) • (x - y)
  have hk : inner ℝ k (x - y) = Real.pi := by
    change inner ℝ ((Real.pi / ‖x - y‖ ^ 2) • (x - y)) (x - y) = Real.pi
    rw [real_inner_smul_left, real_inner_self_eq_norm_sq, div_mul_cancel₀ _ hv]
  have hw : wave x k = wave y k := DFunLike.congr_fun h (Multiplicative.ofAdd k)
  have h1 := phase_factor x y k
  have h2 := phase_factor x x k
  rw [← hw, ← h2, hk, mul_comm, Complex.exp_pi_mul_I] at h1
  simp only [sub_self, inner_zero_right, Complex.ofReal_zero, mul_zero, Complex.exp_zero] at h1
  norm_num at h1

/-- For `kF > 0`, a superposition of plane-wave factors at distinct positions, with coefficients not
all zero, is nonzero at some momentum inside the Fermi sphere. -/
theorem exists_amplitude_ne_zero {kF : ℝ} (hkF : 0 < kF) {x : ι → Space d}
    (hx : Function.Injective x) {c : ι → ℂ} (hc : c ≠ 0) :
    ∃ k ∈ Metric.ball (0 : Space d) kF, amplitude c x k ≠ 0 := by
  by_contra hcon
  push Not at hcon
  have hsmooth : ContDiff ℝ ω (amplitude c x) := by
    unfold amplitude wave
    exact ContDiff.sum fun j _ => contDiff_const.mul (ContDiff.cexp
      (contDiff_const.mul (Complex.ofRealCLM.contDiff.comp
        (contDiff_id.inner ℝ contDiff_const))).neg)
  -- analytic continuation from the Fermi sphere to all momenta
  have hzero : amplitude c x = fun _ => 0 :=
    AnalyticOnNhd.eq_of_eventuallyEq (contDiff_omega_iff_analyticOnNhd.1 hsmooth)
      analyticOnNhd_const
      (Filter.eventually_of_mem (Metric.ball_mem_nhds (0 : Space d) hkF) hcon)
  -- distinct characters are linearly independent
  have hli := (linearIndependent_monoidHom (Multiplicative (Space d)) ℂ).comp
    (fun j => character (x j)) (character_injective.comp hx)
  apply hc
  funext i
  refine Fintype.linearIndependent_iff.1 hli c ?_ i
  funext k
  have hk := congrFun hzero k.toAdd
  simpa [amplitude, character, Finset.sum_apply] using hk

/-- The quadratic form of the Fermi-sea matrix is the integral of the squared modulus of the
superposed plane waves over the Fermi sea. -/
theorem quadratic_form (kF : ℝ) (x : ι → Space d) (c : ι → ℂ) :
    star c ⬝ᵥ (fermiMatrix kF x *ᵥ c) =
      ((∫ k in Metric.closedBall (0 : Space d) kF, ‖amplitude c x k‖ ^ 2 : ℝ) : ℂ) := by
  let F : ι → ι → Space d → ℂ := fun i j k =>
    star (c i) * (Complex.exp (Complex.I * ((inner ℝ k (x i - x j) : ℝ) : ℂ)) * c j)
  have hint : ∀ i j, Integrable (F i j)
      (volume.restrict (Metric.closedBall (0 : Space d) kF)) := fun i j =>
    (Continuous.continuousOn (by fun_prop)).integrableOn_compact (isCompact_closedBall _ _)
  calc star c ⬝ᵥ (fermiMatrix kF x *ᵥ c)
      = ∑ i, ∑ j, ∫ k in Metric.closedBall (0 : Space d) kF, F i j k := by
        simp only [F, dotProduct, Matrix.mulVec, Pi.star_apply, Finset.mul_sum,
          integral_const_mul, integral_mul_const, fermiMatrix, Matrix.of_apply, fermiKernel]
    _ = ∫ k in Metric.closedBall (0 : Space d) kF, ∑ i, ∑ j, F i j k := by
        rw [MeasureTheory.integral_finsetSum _ (fun i _ => MeasureTheory.integrable_finsetSum _ fun j _ => hint i j)]
        exact Finset.sum_congr rfl fun i _ => (MeasureTheory.integral_finsetSum _ fun j _ => hint i j).symm
    _ = ∫ k in Metric.closedBall (0 : Space d) kF, ((‖amplitude c x k‖ ^ 2 : ℝ) : ℂ) := by
        refine integral_congr_ae (Filter.Eventually.of_forall fun k => ?_)
        -- the double sum is the squared modulus of a single sum
        simp only [F]
        rw [Complex.ofReal_pow, ← Complex.conj_mul', amplitude, map_sum, Finset.sum_mul_sum]
        refine Finset.sum_congr rfl fun i _ => Finset.sum_congr rfl fun j _ => ?_
        rw [phase_factor, map_mul, starRingEnd_apply (c i)]
        ring
    _ = _ := integral_ofReal

/-- For distinct positions and `kF > 0`, the matrix of Fermi-sea integrals
`∫ exp(i⟨k, x i - x j⟩) dk` is positive definite. -/
theorem fermiMatrix_posDef {kF : ℝ} (hkF : 0 < kF) {x : ι → Space d}
    (hx : Function.Injective x) : (fermiMatrix kF x).PosDef := by
  refine Matrix.posDef_iff_dotProduct_mulVec.2 ⟨?_, ?_⟩
  · refine Matrix.IsHermitian.ext fun i j => ?_
    change conj (fermiKernel kF (x j) (x i)) = fermiKernel kF (x i) (x j)
    unfold fermiKernel
    rw [← integral_conj]
    refine integral_congr_ae (Filter.Eventually.of_forall fun k => ?_)
    simp only [phase_factor, map_mul, Complex.conj_conj]
    ring
  · intro c hc
    rw [quadratic_form]
    have hcont : Continuous (amplitude c x) := by
      unfold amplitude wave
      fun_prop
    have hpos : 0 < ∫ k in Metric.closedBall (0 : Space d) kF, ‖amplitude c x k‖ ^ 2 := by
      rw [setIntegral_pos_iff_support_of_nonneg_ae
        (Filter.Eventually.of_forall fun k => sq_nonneg _)
        ((hcont.norm.pow 2).continuousOn.integrableOn_compact (isCompact_closedBall _ _))]
      -- the integrand is nonzero on a nonempty open part of the Fermi sea
      obtain ⟨k, hk, hne⟩ := exists_amplitude_ne_zero hkF hx hc
      have hopen : IsOpen ({q | amplitude c x q ≠ 0} ∩ Metric.ball (0 : Space d) kF) :=
        (isOpen_ne_fun hcont continuous_const).inter Metric.isOpen_ball
      refine lt_of_lt_of_le (hopen.measure_pos volume ⟨k, hne, hk⟩) (measure_mono ?_)
      rintro q ⟨hq, hqb⟩
      exact ⟨pow_ne_zero 2 (norm_ne_zero_iff.2 hq), Metric.ball_subset_closedBall hqb⟩
    exact_mod_cast hpos

/-- For `kF > 0`, the many-point density of the spin-polarised free gas is strictly positive exactly
when all positions are distinct. -/
theorem manyPointDensity_pos_iff [DecidableEq ι] {kF : ℝ} (hkF : 0 < kF) (x : ι → Space d) :
    0 < manyPointDensity kF x ↔ Function.Injective x := by
  unfold manyPointDensity
  rw [Matrix.det_smul]
  constructor
  · intro h i j hij
    by_contra hne
    -- coinciding positions give two equal rows
    have hdet : (fermiMatrix kF x).det = 0 :=
      Matrix.det_zero_of_row_eq hne (by funext l; simp [fermiMatrix, hij])
    rw [hdet, mul_zero] at h
    exact lt_irrefl _ h
  · intro hx
    have hr : 0 < ((2 * Real.pi) ^ d)⁻¹ := by positivity
    have hc : (0 : ℂ) < ((((2 * Real.pi) ^ d)⁻¹ : ℝ) : ℂ) := Complex.zero_lt_real.2 hr
    exact mul_pos (pow_pos hc _) (fermiMatrix_posDef hkF hx).det_pos

end

end FermiSeaPositivity
```

```lean
#print axioms FermiSeaPositivity.fermiMatrix_posDef
#print axioms FermiSeaPositivity.manyPointDensity_pos_iff
```

```
'FermiSeaPositivity.fermiMatrix_posDef' depends on axioms: [propext, Classical.choice, Quot.sound]
'FermiSeaPositivity.manyPointDensity_pos_iff' depends on axioms: [propext, Classical.choice, Quot.sound]
```

## What the Lean statements say

`Space d` is Euclidean $\mathbb R^d$, used for both positions and momenta. The positions are a function `x : ι → Space d` on a finite index type, and `Function.Injective x` says that they are distinct. `fermiKernel` is the Lebesgue integral over the closed ball, and `fermiMatrix` collects its values without the factor $(2\pi)^{-d}$, which enters in `manyPointDensity`.

`fermiMatrix_posDef` gives positive definiteness, and `manyPointDensity_pos_iff` gives the equivalence for the density. The density has type `ℂ`; in the order used there, `0 <` means real and positive. No condition $d\ge1$ is needed: for $d=0$ there is only one position, so distinctness allows at most one index.

## How the proof follows the derivation

- `phase_factor` splits the relative phase, and `quadratic_form` exchanges the finite sums with the integral to obtain $\int|A|^2$.
- `character` packages $w_x$ as a multiplicative function of momentum. `character_injective` separates two positions at the momentum $q$ above.
- `exists_amplitude_ne_zero` uses analytic continuation from the open ball, then Mathlib's `linearIndependent_monoidHom` in place of the shortest-relation argument.
- `fermiMatrix_posDef` checks Hermiticity and shows that the integrand is nonzero on an open set of positive volume.
- `manyPointDensity_pos_iff` takes the determinant in one direction and uses equal rows in the other.

## Limits for a simulation code

The determinant formula for the density is a definition here. It encodes Wick's theorem for the ground state of free fermions of a single spin species, and is not derived from a many-body wavefunction. Interactions, finite temperature and periodic cells are not covered. The theorems also give no lower bound on the smallest eigenvalue, so they do not control conditioning or rounding error when electrons are close together.
